# For a finite spectrum, the gap between the Bogoliubov bounds is a symmetrised relative entropy divided by the inverse temperature

## A perturbation that keeps the states and moves the levels

The perturbation is modelled here as a real function on the same finite set of states that labels the unperturbed levels. State \(i\) has energy \(E_i\) before the perturbation and \(E_i+V_i\) after it. In quantum terms, the unperturbed Hamiltonian and the perturbation are diagonal in one common basis, so they commute. Labels stand for states and not for distinct energies, so degenerate levels are allowed.

Let \(b=1/(k_BT)>0\) be the inverse temperature, and define

\[
Z_0=\sum_i e^{-bE_i},\qquad Z_1=\sum_i e^{-b(E_i+V_i)},\qquad
p_i=\frac{e^{-bE_i}}{Z_0},\qquad q_i=\frac{e^{-b(E_i+V_i)}}{Z_1}.
\]

The free energies are \(F_0=-\ln Z_0/b\) and \(F_1=-\ln Z_1/b\). For weights \(r\), write \(\langle V\rangle_r=\sum_i r_iV_i\). The Bogoliubov bounds enclose the free-energy change between two means:

\[
\langle V\rangle_q\le F_1-F_0\le\langle V\rangle_p .
\]

The inequality that bears Bogoliubov's name also holds for operators that do not commute; the identities below concern the commuting case.

In a free-energy perturbation calculation on a finite set of configurations, the two bounds are the mean energy differences in the two end ensembles. Their gap then limits how far the populations of these ensembles can differ.

## The error of each bound

The normalised populations give

\[
\ln\frac{p_i}{q_i}=-bE_i-\ln Z_0+b(E_i+V_i)+\ln Z_1=bV_i+\ln Z_1-\ln Z_0 .
\]

The last two terms do not depend on \(i\). Averaging over \(p\), with \(\sum_ip_i=1\) and \(\ln Z_1-\ln Z_0=-b(F_1-F_0)\), yields

\[
\langle V\rangle_p-(F_1-F_0)=\frac1b\sum_i p_i\ln\frac{p_i}{q_i}.
\]

Averaging over \(q\) and reversing the sign yields

\[
(F_1-F_0)-\langle V\rangle_q=\frac1b\sum_i q_i\ln\frac{q_i}{p_i}.
\]

Both right-hand sides are relative entropies divided by \(b\). They are nonnegative because \(\ln x\ge 1-1/x\) gives \(\sum_ip_i\ln(p_i/q_i)\ge\sum_i(p_i-q_i)=0\), and likewise with \(p\) and \(q\) exchanged. This recovers the two bounds; the Lean file proves the error identities but leaves out this sign argument.

A sign is easily lost here. The average of \(\ln(p_i/q_i)\) over \(q\) is *minus* the relative entropy of \(q\) to \(p\). If it is taken as plus, the two errors no longer add up to the gap, unless \(V\) is constant and both relative entropies are zero.

## The gap and its zeros

Subtracting the \(q\)-average of the logarithmic ratio from its \(p\)-average cancels the partition functions:

\[
\langle V\rangle_p-\langle V\rangle_q=\frac1b\sum_i(p_i-q_i)\ln\frac{p_i}{q_i}.
\]

The sum on the right is the symmetrised relative entropy, here meaning the two relative entropies added and not averaged. To find when the gap vanishes, take \(0<v\le u\le1\). From \(\ln(v/u)\le v/u-1\) it follows that

\[
\ln u-\ln v\ge 1-\frac vu=\frac{u-v}{u}\ge u-v .
\]

Multiplying by \(u-v\ge0\) gives \((u-v)^2\le(u-v)\ln(u/v)\). Both sides are unchanged when \(u\) and \(v\) are exchanged, so the inequality holds for any two numbers in \((0,1]\). Applied to every pair \(p_i,q_i\) and summed, it gives

\[
\sum_i(p_i-q_i)^2\le b\left(\langle V\rangle_p-\langle V\rangle_q\right).
\]

If the gap is zero, every square is zero and \(p=q\). The logarithmic ratio is then zero for every state, so \(V_i=(\ln Z_0-\ln Z_1)/b\), which is the same for all \(i\). Conversely, if \(V_i=c\) for all \(i\), each Boltzmann factor and the partition function acquire the same factor \(e^{-bc}\). It cancels in the populations, so \(p=q\) and the gap is zero.

## One state and two states

With a single state, \(p_1=q_1=1\), every \(V\) is constant and the gap is zero.

For two degenerate states with \(E=(0,0)\) and \(V=(0,w)\), the means are \(\langle V\rangle_p=w/2\) and \(\langle V\rangle_q=w/(e^{bw}+1)\). Hence

\[
\langle V\rangle_p-\langle V\rangle_q=\frac w2\tanh\frac{bw}{2},
\]

which vanishes only at \(w=0\) and behaves as \(bw^2/4\) for small \(w\).

## The statement in Lean

The type `ι` is the set of states, assumed finite and nonempty. The functions `E V : ι → ℝ` hold the levels and their shifts, and `E + V` is the pointwise sum. Thus `gibbs b E` is \(p\), `gibbs b (E + V)` is \(q\), and `mean r V` is \(\langle V\rangle_r\). The definition of `mean` does not require normalised weights; normalisation is proved for the Gibbs populations.

The theorem `bogoliubov_gap` assumes `0 < b` and has two parts. The first is the gap identity. The second says that the gap is zero if and only if `∃ c, ∀ i, V i = c`, that is, if and only if all levels shift by the same energy. This energy need not be zero.

Of the assumption `0 < b`, the second part uses only that \(b\) is not zero, so it also holds for negative \(b\). At \(b=0\) both distributions are uniform, so the gap vanishes for every \(V\), constant or not. Infinite spectra and perturbations that mix the states are not covered.

```lean
import Mathlib

open Finset

namespace BogoliubovGap

noncomputable section

variable {ι : Type*} [Fintype ι]

/-- The canonical partition function of the levels `E` at inverse temperature `b`. -/
def partitionFn (b : ℝ) (E : ι → ℝ) : ℝ := ∑ i, Real.exp (-b * E i)

/-- The Gibbs population of level `i`. -/
def gibbs (b : ℝ) (E : ι → ℝ) (i : ι) : ℝ := Real.exp (-b * E i) / partitionFn b E

/-- The Helmholtz free energy `-ln Z / b`. -/
def freeEnergy (b : ℝ) (E : ι → ℝ) : ℝ := -Real.log (partitionFn b E) / b

/-- The mean of the observable `V` over the populations `r`. -/
def mean (r V : ι → ℝ) : ℝ := ∑ i, r i * V i

variable [Nonempty ι]

lemma partitionFn_pos (b : ℝ) (E : ι → ℝ) : 0 < partitionFn b E :=
  Finset.sum_pos (fun _ _ => Real.exp_pos _) Finset.univ_nonempty

lemma gibbs_pos (b : ℝ) (E : ι → ℝ) (i : ι) : 0 < gibbs b E i :=
  div_pos (Real.exp_pos _) (partitionFn_pos b E)

lemma gibbs_sum (b : ℝ) (E : ι → ℝ) : ∑ i, gibbs b E i = 1 := by
  simp only [gibbs]
  rw [← Finset.sum_div]
  exact div_self (partitionFn_pos b E).ne'

lemma gibbs_le_one (b : ℝ) (E : ι → ℝ) (i : ι) : gibbs b E i ≤ 1 :=
  (Finset.single_le_sum (f := gibbs b E) (fun j _ => (gibbs_pos b E j).le)
    (Finset.mem_univ i)).trans_eq (gibbs_sum b E)

/-- The logarithm of the ratio of unperturbed to perturbed populations is `b V i` plus
a constant common to all levels. -/
theorem log_gibbs_ratio (b : ℝ) (E V : ι → ℝ) (i : ι) :
    Real.log (gibbs b E i / gibbs b (E + V) i) =
      b * V i + (Real.log (partitionFn b (E + V)) - Real.log (partitionFn b E)) := by
  have h0 := (partitionFn_pos b E).ne'
  have h1 := (partitionFn_pos b (E + V)).ne'
  rw [Real.log_div (gibbs_pos b E i).ne' (gibbs_pos b (E + V) i).ne']
  unfold gibbs
  rw [Real.log_div (Real.exp_ne_zero _) h0, Real.log_div (Real.exp_ne_zero _) h1,
    Real.log_exp, Real.log_exp, Pi.add_apply]
  ring

/-- The average of the logarithmic population ratio over any normalised weights `r`. -/
lemma mean_log_ratio (b : ℝ) (E V r : ι → ℝ) (hr : ∑ i, r i = 1) :
    ∑ i, r i * Real.log (gibbs b E i / gibbs b (E + V) i) =
      b * mean r V + (Real.log (partitionFn b (E + V)) - Real.log (partitionFn b E)) := by
  unfold mean
  simp only [log_gibbs_ratio, mul_add]
  rw [Finset.sum_add_distrib, ← Finset.sum_mul, hr, one_mul, Finset.mul_sum]
  congr 1
  exact Finset.sum_congr rfl fun i _ => by ring

/-- The unperturbed mean of `V` differs from the free-energy change by the relative entropy
of the unperturbed to the perturbed populations, divided by `b`. -/
theorem upper_bound_error {b : ℝ} (hb : 0 < b) (E V : ι → ℝ) :
    mean (gibbs b E) V - (freeEnergy b (E + V) - freeEnergy b E) =
      1 / b * ∑ i, gibbs b E i * Real.log (gibbs b E i / gibbs b (E + V) i) := by
  rw [mean_log_ratio b E V _ (gibbs_sum b E)]
  unfold freeEnergy
  linear_combination (-mean (gibbs b E) V) * mul_inv_cancel₀ hb.ne'

/-- The free-energy change differs from the perturbed mean of `V` by the relative entropy
of the perturbed to the unperturbed populations, divided by `b`. -/
theorem lower_bound_error {b : ℝ} (hb : 0 < b) (E V : ι → ℝ) :
    (freeEnergy b (E + V) - freeEnergy b E) - mean (gibbs b (E + V)) V =
      1 / b * ∑ i, gibbs b (E + V) i * Real.log (gibbs b (E + V) i / gibbs b E i) := by
  -- exchanging the two distributions changes the sign of the logarithm
  have hflip : ∑ i, gibbs b (E + V) i * Real.log (gibbs b (E + V) i / gibbs b E i) =
      -∑ i, gibbs b (E + V) i * Real.log (gibbs b E i / gibbs b (E + V) i) := by
    rw [← Finset.sum_neg_distrib]
    refine Finset.sum_congr rfl fun i _ => ?_
    rw [← inv_div, Real.log_inv]
    ring
  rw [hflip, mean_log_ratio b E V _ (gibbs_sum b (E + V))]
  unfold freeEnergy
  linear_combination (mean (gibbs b (E + V)) V) * mul_inv_cancel₀ hb.ne'

/-- `b` times the difference of the two means of `V` is the symmetrised relative entropy
of the two Gibbs distributions. -/
lemma mul_gap_eq (b : ℝ) (E V : ι → ℝ) :
    b * (mean (gibbs b E) V - mean (gibbs b (E + V)) V) =
      ∑ i, (gibbs b E i - gibbs b (E + V) i) *
        Real.log (gibbs b E i / gibbs b (E + V) i) := by
  simp only [sub_mul, Finset.sum_sub_distrib]
  rw [mean_log_ratio b E V _ (gibbs_sum b E), mean_log_ratio b E V _ (gibbs_sum b (E + V))]
  ring

/-- For two positive probabilities `x` and `y`, the term `(x - y) ln (x / y)` is at least `(x - y) ^
2`. -/
lemma sq_le_sub_mul_log {x y : ℝ} (hx : 0 < x) (hy : 0 < y) (hx1 : x ≤ 1) (hy1 : y ≤ 1) :
    (x - y) ^ 2 ≤ (x - y) * Real.log (x / y) := by
  have key : ∀ u v : ℝ, 0 < u → 0 < v → u ≤ 1 → v ≤ u →
      u - v ≤ Real.log u - Real.log v := by
    intro u v hu hv hu1 hvu
    have h := Real.log_le_sub_one_of_pos (div_pos hv hu)
    rw [Real.log_div hv.ne' hu.ne'] at h
    have h2 : v / u ≤ 1 - (u - v) := by
      rw [div_le_iff₀ hu]
      nlinarith [mul_nonneg (sub_nonneg.2 hvu) (sub_nonneg.2 hu1)]
    linarith
  rw [Real.log_div hx.ne' hy.ne']
  rcases le_total y x with h | h
  · nlinarith [mul_le_mul_of_nonneg_left (key x y hx hy hx1 h) (sub_nonneg.2 h)]
  · nlinarith [mul_le_mul_of_nonneg_left (key y x hy hx hy1 h) (sub_nonneg.2 h)]

/-- The summed squared change of the populations is at most `b` times the difference
of the two means of `V`. -/
theorem population_change_le_gap (b : ℝ) (E V : ι → ℝ) :
    ∑ i, (gibbs b E i - gibbs b (E + V) i) ^ 2 ≤
      b * (mean (gibbs b E) V - mean (gibbs b (E + V)) V) := by
  rw [mul_gap_eq]
  exact Finset.sum_le_sum fun i _ => sq_le_sub_mul_log (gibbs_pos b E i)
    (gibbs_pos b (E + V) i) (gibbs_le_one b E i) (gibbs_le_one b (E + V) i)

/-- At nonzero `b`, a perturbation leaves all Gibbs populations unchanged exactly when it
shifts every level by the same energy. -/
theorem gibbs_eq_iff {b : ℝ} (hb : b ≠ 0) (E V : ι → ℝ) :
    gibbs b (E + V) = gibbs b E ↔ ∃ c, ∀ i, V i = c := by
  constructor
  · intro h
    refine ⟨(Real.log (partitionFn b E) - Real.log (partitionFn b (E + V))) / b,
      fun i => ?_⟩
    have hi := log_gibbs_ratio b E V i
    rw [h, div_self (gibbs_pos b E i).ne', Real.log_one] at hi
    rw [eq_div_iff hb]
    linarith
  · rintro ⟨c, hc⟩
    -- a uniform shift multiplies every Boltzmann factor by the same number
    have hexp : ∀ i, Real.exp (-b * (E + V) i) =
        Real.exp (-b * c) * Real.exp (-b * E i) := by
      intro i
      rw [Pi.add_apply, hc, ← Real.exp_add]
      congr 1
      ring
    funext i
    unfold gibbs partitionFn
    rw [Finset.sum_congr rfl fun j _ => hexp j, hexp i, ← Finset.mul_sum]
    exact mul_div_mul_left _ _ (Real.exp_ne_zero _)

/-- The unperturbed mean of `V` minus its perturbed mean is the symmetrised relative entropy of the
two Gibbs distributions divided by `b`, and it vanishes exactly when `V` is constant. -/
theorem bogoliubov_gap {b : ℝ} (hb : 0 < b) (E V : ι → ℝ) :
    mean (gibbs b E) V - mean (gibbs b (E + V)) V =
        1 / b * ∑ i, (gibbs b E i - gibbs b (E + V) i) *
          Real.log (gibbs b E i / gibbs b (E + V) i) ∧
      (mean (gibbs b E) V - mean (gibbs b (E + V)) V = 0 ↔ ∃ c, ∀ i, V i = c) := by
  refine ⟨?_, ?_, ?_⟩
  · rw [← mul_gap_eq, one_div, inv_mul_cancel_left₀ hb.ne']
  · intro h
    -- a vanishing gap forces equal populations
    have hle := population_change_le_gap b E V
    rw [h, mul_zero] at hle
    refine (gibbs_eq_iff hb.ne' E V).1 (funext fun i => ?_)
    have hi : (gibbs b E i - gibbs b (E + V) i) ^ 2 ≤ 0 :=
      (Finset.single_le_sum (f := fun j => (gibbs b E j - gibbs b (E + V) j) ^ 2)
        (fun j _ => sq_nonneg _) (Finset.mem_univ i)).trans hle
    have hz := pow_eq_zero_iff two_ne_zero |>.1 (le_antisymm hi (sq_nonneg _))
    linarith
  · intro hc
    rw [(gibbs_eq_iff hb.ne' E V).2 hc, sub_self]

end

end BogoliubovGap
```

```lean
#print axioms BogoliubovGap.upper_bound_error
-- 'BogoliubovGap.upper_bound_error' depends on axioms: [propext, Classical.choice, Quot.sound]
#print axioms BogoliubovGap.lower_bound_error
-- 'BogoliubovGap.lower_bound_error' depends on axioms: [propext, Classical.choice, Quot.sound]
#print axioms BogoliubovGap.bogoliubov_gap
-- 'BogoliubovGap.bogoliubov_gap' depends on axioms: [propext, Classical.choice, Quot.sound]
```

## From population ratios to the gap identity

The lemmas `partitionFn_pos`, `gibbs_pos`, `gibbs_sum` and `gibbs_le_one` establish that the populations are positive, sum to one and do not exceed one. Positivity justifies splitting the logarithm of a quotient in `log_gibbs_ratio`, where `ring` cancels the unperturbed energies.

The lemma `mean_log_ratio` averages this formula over any weights `r` that sum to one. It therefore serves for both \(p\) and \(q\). In `upper_bound_error` it is used with \(p\), and `linear_combination` clears the division by `b` through \(b\,b^{-1}=1\). In `lower_bound_error`, the intermediate equation `hflip` first reverses the logarithmic ratio and records the change of sign.

The gap identity is obtained directly, without these two error theorems. The lemma `mul_gap_eq` splits the sum over \(p_i-q_i\) into two averages, applies `mean_log_ratio` to each and lets `ring` cancel the partition functions. It gives the identity multiplied by `b`, which is valid for every real `b`.

## From a zero gap to a uniform shift

In `sq_le_sub_mul_log`, the inner claim `key` is the ordered inequality \(u-v\le\ln u-\ln v\). Its algebraic part, \(v/u\le1-(u-v)\), reduces after multiplication by \(u\) to \((u-v)(1-u)\ge0\), the product supplied to `nlinarith`. The two cases after `rcases` treat the two possible orders of `x` and `y`. Summing over the states gives `population_change_le_gap`.

The theorem `gibbs_eq_iff` shows, for `b ≠ 0`, that the populations agree exactly when \(V\) is constant. In the forward direction, equal populations turn the logarithmic ratio into \(\ln1=0\), and the equation is solved for `V i`. In the reverse direction, `hexp` extracts the common factor \(e^{-bc}\), and `mul_div_mul_left` cancels it.

The final proof divides `mul_gap_eq` by `b` to obtain the identity. For a zero gap, the sum of squares is at most zero; `Finset.single_le_sum` bounds each square by that sum, so each population difference vanishes and `gibbs_eq_iff` makes \(V\) constant. For constant \(V\), the same equivalence makes the two distributions equal, and the two means cancel.
